# The first N power sums of N complex numbers determine the numbers up to order

If two families of `N` complex numbers have equal sums of `k`-th powers for every `k` from 1 to `N`, they are the same multiset: the same values with the same multiplicities, perhaps in another order. In physics, this applies to the eigenvalues of a finite `N` × `N` matrix, counted with algebraic multiplicity, whose power sums are the traces of the matrix's powers; the declaration itself speaks only of numbers, and they need be neither real nor distinct. The proof uses Newton's identities and strong induction to show that the elementary symmetric functions of the two families agree. It then concludes that the monic polynomials with these numbers as roots are equal, and compares their roots.

Lean 4 with Mathlib refuses this proof:

```lean
import Mathlib

open Polynomial

namespace EqOfPowerSums

noncomputable section

/-- The first `N` power sums of `N` complex numbers determine these numbers up to order. -/
theorem eq_of_power_sums {N : ℕ} (f g : Fin N → ℂ)
    (h : ∀ k, 1 ≤ k → k ≤ N → ∑ i, f i ^ k = ∑ i, g i ^ k) :
    Finset.univ.val.map f = Finset.univ.val.map g := by
  -- Newton's identities give the elementary symmetric functions one after another
  have he : ∀ k, k ≤ N → MvPolynomial.aeval f (MvPolynomial.esymm (Fin N) ℂ k) =
      MvPolynomial.aeval g (MvPolynomial.esymm (Fin N) ℂ k) := by
    intro k
    induction k using Nat.strong_induction_on with
    | _ k ih =>
      intro hk
      rcases Nat.eq_zero_or_pos k with rfl | hpos
      · simp [MvPolynomial.esymm_zero]
      have hf := congrArg (MvPolynomial.aeval f) (MvPolynomial.mul_esymm_eq_sum (Fin N) ℂ k)
      have hg := congrArg (MvPolynomial.aeval g) (MvPolynomial.mul_esymm_eq_sum (Fin N) ℂ k)
      simp only [map_mul, map_natCast, map_pow, map_neg, map_one, map_sum] at hf hg
      have hk0 : (k : ℂ) ≠ 0 := Nat.cast_ne_zero.2 hpos.ne'
      apply mul_left_cancel₀ hk0
      rw [hf, hg]
      congr 1
      apply Finset.sum_congr rfl
      rintro ⟨a, b⟩ hab
      simp only [Finset.mem_filter, Finset.mem_antidiagonal] at hab
      obtain ⟨hsum, hlt⟩ := hab
      have e1 := ih a hlt (by omega)
      have e2 : MvPolynomial.aeval f (MvPolynomial.psum (Fin N) ℂ b) =
          MvPolynomial.aeval g (MvPolynomial.psum (Fin N) ℂ b) := by
        simpa [MvPolynomial.psum] using h b (by omega) (by omega)
      simp only [e1, e2]
  -- these are the coefficients of the polynomial with the given roots
  have hp : ((Finset.univ.val.map f).map (fun z => X - C z)).prod =
      ((Finset.univ.val.map g).map (fun z => X - C z)).prod := by
    rw [Multiset.prod_X_sub_X_eq_sum_esymm, Multiset.prod_X_sub_X_eq_sum_esymm]
    simp only [Multiset.card_map]
    apply Finset.sum_congr rfl
    intro j hj
    have hj' := Finset.mem_range.1 hj
    simp at hj'
    have e := he j (by omega)
    rw [MvPolynomial.aeval_esymm_eq_multiset_esymm,
      MvPolynomial.aeval_esymm_eq_multiset_esymm] at e
    rw [e]
  have hr := congrArg roots hp
  simpa only [roots_multiset_prod_X_sub_C] using hr

end

end EqOfPowerSums
```

Lean reports:

```
Main.lean:36:48: error: omega could not prove the goal:
a possible counterexample may satisfy the constraints
  e ≥ 0
  d ≥ 1
  d - e ≥ 1
  c ≥ 0
  c - d ≥ 0
where
 c := ↑N
 d := ↑k
 e := ↑a
Main.lean:36:59: error: omega could not prove the goal:
a possible counterexample may satisfy the constraints
  i ≥ 0
  e ≥ 0
  d ≥ 1
  d - e ≥ 1
  c ≥ 0
  c - d ≥ 0
  c - i ≤ -1
where
 c := ↑N
 d := ↑k
 e := ↑a
 i := ↑b
Main.lean:31:36: warning: This simp argument is unused:
  Finset.mem_antidiagonal

Hint: Omit it from the simp argument list.
  [apply] simp only [Finset.mem_filter] at hab

Note: This linter can be disabled with `set_option linter.unusedSimpArgs false`
```

Cause. Both errors come from the side conditions of `h b`, where `omega` must prove `1 ≤ b` and then `b ≤ N`. Both follow from `a + b = k`, `a < k` and `k ≤ N`, but the first of these facts was missing. The warning shows why: `simp only` never used `Finset.mem_antidiagonal`, so `hsum` still said that the pair `(a, b)` lies in the antidiagonal of `k`, and `omega` got no equation from that. In its counterexamples nothing ties `b` to `a` and `k`. The messages do not say why the simp lemma failed to match.

The repair does without `simp` here. It takes the two halves of the filter membership directly and applies `Finset.HasAntidiagonal.mem_antidiagonal` to the first, with the result stated as `a + b = k`. The second half is stated as `a < k`, which the old code already supplied. Both calls to `omega` then succeed. The changed comment, which now mentions the signs of the coefficients, is mere tidying.

Fix (accepted with no message):

```diff
@@ -29,6 +29,7 @@
       apply Finset.sum_congr rfl
       rintro ⟨a, b⟩ hab
-      simp only [Finset.mem_filter, Finset.mem_antidiagonal] at hab
-      obtain ⟨hsum, hlt⟩ := hab
+      have hsum : a + b = k :=
+        Finset.HasAntidiagonal.mem_antidiagonal.1 (Finset.mem_filter.1 hab).1
+      have hlt : a < k := (Finset.mem_filter.1 hab).2
       have e1 := ih a hlt (by omega)
       have e2 : MvPolynomial.aeval f (MvPolynomial.psum (Fin N) ℂ b) =
@@ -36,5 +37,5 @@
         simpa [MvPolynomial.psum] using h b (by omega) (by omega)
       simp only [e1, e2]
-  -- these are the coefficients of the polynomial with the given roots
+  -- up to sign, these are the coefficients of the polynomial with the given roots
   have hp : ((Finset.univ.val.map f).map (fun z => X - C z)).prod =
       ((Finset.univ.val.map g).map (fun z => X - C z)).prod := by
```
